# Fourier synthesis without superlattice reflections gives the translation-averaged density

## Grid, phases and structure factors

A unit cell, which for a superstructure is the supercell, is sampled at N points along each of n axes, with N nonzero. Grid points x and reflection indices h are both vectors of n residues modulo N, and h·x is their dot product modulo N.

```lean
import Mathlib

open Matrix

namespace SuperlatticeAveraging

noncomputable section
```

The type `Grid n N` serves for both kinds of vector.

```lean
/-- The periodic grid with `N` points along each of `n` axes; it also labels the reflections. -/
abbrev Grid (n N : ℕ) := Fin n → ZMod N
```

The phase factor is

φ(h, x) = exp(2πi h·x/N),

which depends only on the residue h·x. Lean supplies it as `ZMod.stdAddChar`.

```lean
variable {n N : ℕ} [NeZero N]

/-- The phase factor `exp(2πi h·x/N)` of reflection `h` at the grid point `x`. -/
def phase (h x : Grid n N) : ℂ := ZMod.stdAddChar (h ⬝ᵥ x)
```

A density r assigns a complex number to each grid point. Its structure factor has the crystallographic plus sign and no prefactor:

F(h) = Σₓ r(x) φ(h, x).

```lean
/-- The structure factor `F(h)`: the sum of the density times the phase factor. -/
def structureFactor (r : Grid n N → ℂ) (h : Grid n N) : ℂ :=
  ∑ x, r x * phase h x
```

Synthesis carries the opposite sign and the factor 1/Nⁿ:

r(x) = (1/Nⁿ) Σₕ F(h) φ(h, −x).

Here this only defines `synthesis`; that it recovers r is proved below.

```lean
/-- Fourier synthesis of a density from a set of coefficients. -/
def synthesis (F : Grid n N → ℂ) (x : Grid n N) : ℂ :=
  (∑ h, F h * phase h (-x)) / (N : ℂ) ^ n
```

Let C be a subgroup of grid translations, such as the subcell translations of a commensurate superstructure, and let |C| be its number of elements. The averaged density is

r̄(x) = (1/|C|) Σ_c r(x + c), with c running over C.

```lean
/-- The density averaged over all translations in the subgroup `C`. -/
def average (C : AddSubgroup (Grid n N)) [Fintype C] (r : Grid n N → ℂ)
    (x : Grid n N) : ℂ :=
  (∑ c : C, r (x + (c : Grid n N))) / (Fintype.card C : ℂ)
```

A reflection is main if h·c = 0 modulo N for every c in C, and superlattice otherwise.

```lean
/-- A main reflection satisfies `h·c = 0` modulo `N` for every translation `c` in `C`;
all other reflections are superlattice reflections. -/
def IsMain (C : AddSubgroup (Grid n N)) (h : Grid n N) : Prop :=
  ∀ c ∈ C, h ⬝ᵥ c = 0
```

Ignoring superlattice reflections is a filter on coefficients, defined without reference to r̄.

```lean
open Classical in
/-- Ignore the superlattice reflections: keep the main coefficients and set the others to zero. -/
def dropSuperlattice (C : AddSubgroup (Grid n N)) (F : Grid n N → ℂ) (h : Grid n N) : ℂ :=
  if IsMain C h then F h else 0
```

## Translations and cancelling sums

Exponentials turn sums into products, so φ(h, x + y) = φ(h, x) φ(h, y).

```lean
/-- The phase factor of a sum of two displacements is the product of their phase factors. -/
theorem phase_add_right (h x y : Grid n N) : phase h (x + y) = phase h x * phase h y := by
  simp only [phase, dotProduct_add, AddChar.map_add_eq_mul]
```

Distinct residues have distinct phase factors. Since residue 0 gives 1, h·x ≠ 0 implies φ(h, x) ≠ 1.

```lean
/-- If `h·x` is nonzero modulo `N`, the phase factor differs from one. -/
theorem phase_ne_one {h x : Grid n N} (hx : h ⬝ᵥ x ≠ 0) : phase h x ≠ 1 := by
  intro e
  apply hx
  apply ZMod.injective_stdAddChar
  rw [AddChar.map_zero_eq_one]
  exact e
```

Suppose f is summed over a finite group, and f(g + a) z = f(g) for all g, with z ≠ 1. The shift g → g + a only reorders the sum S, so Sz = S. Hence (z − 1)S = 0 and S = 0.

```lean
/-- A sum over a finite group vanishes if a shift changes every term by the same factor
different from one. -/
theorem sum_eq_zero_of_shift {G : Type*} [AddGroup G] [Fintype G] (f : G → ℂ) (a : G)
    {z : ℂ} (hz : z ≠ 1) (hf : ∀ g, f (g + a) * z = f g) : ∑ g, f g = 0 := by
  have h1 : ∑ g, f (g + a) = ∑ g, f g := Equiv.sum_comp (Equiv.addRight a) f
  have h2 : (∑ g, f (g + a)) * z = ∑ g, f g := by
    rw [Finset.sum_mul]
    exact Finset.sum_congr rfl fun g _ => hf g
  rw [h1] at h2
  have h3 : (z - 1) * ∑ g, f g = 0 := by linear_combination h2
  exact (mul_eq_zero.mp h3).resolve_left (sub_ne_zero.mpr hz)
```

Write r_c(x) = r(x + c), with structure factor F_c(h). Then

F_c(h) φ(h, c) = Σₓ r(x + c) φ(h, x + c) = F(h),

because x + c runs over the whole grid. `Equiv.sum_comp` performs this relabelling.

```lean
/-- The structure factor of the translated density `r(x + c)`, multiplied by the phase factor
of `c`, is the structure factor of `r`. -/
theorem structureFactor_translate (r : Grid n N → ℂ) (c h : Grid n N) :
    structureFactor (fun x => r (x + c)) h * phase h c = structureFactor r h := by
  unfold structureFactor
  rw [Finset.sum_mul]
  refine Eq.trans ?_ (Equiv.sum_comp (Equiv.addRight c) (fun x => r x * phase h x))
  refine Finset.sum_congr rfl fun x _ => ?_
  change r (x + c) * phase h x * phase h c = r (x + c) * phase h (x + c)
  rw [phase_add_right]
  ring
```

## Orthogonality and inversion

For d = 0, every term of Σₕ φ(h, d) is 1 and the sum is Nⁿ. For d ≠ 0, choose an axis i with dᵢ ≠ 0 and let u be the unit vector along it. Then u·d = dᵢ ≠ 0 and

φ(h − u, d) φ(u, d) = φ(h, d),

so the sum vanishes by the shift argument.

```lean
/-- Orthogonality: the phase factors at `d`, summed over all reflections, give `N ^ n` for
`d = 0` and zero otherwise. -/
theorem sum_phase (d : Grid n N) :
    ∑ h : Grid n N, phase h d = if d = 0 then (N : ℂ) ^ n else 0 := by
  split_ifs with hd
  · subst hd
    simp [phase, ZMod.card]
  · obtain ⟨i, hi⟩ := Function.ne_iff.mp hd
    -- shift the reflection index along an axis on which `d` is nonzero
    have hne : (Pi.single i 1 : Grid n N) ⬝ᵥ d ≠ 0 := by simpa using hi
    refine sum_eq_zero_of_shift (fun h : Grid n N => phase h d) (-Pi.single i 1)
      (phase_ne_one hne) fun h => ?_
    change phase (h + -Pi.single i 1) d * phase (Pi.single i 1) d = phase h d
    unfold phase
    rw [← AddChar.map_add_eq_mul, ← add_dotProduct, neg_add_cancel_right]
```

Inserting F(h) into the synthesis and exchanging the sums gives

Σₕ F(h) φ(h, −x) = Σ_y r(y) Σₕ φ(h, y − x) = Nⁿ r(x),

since only y = x survives. Division by Nⁿ returns r.

```lean
/-- Fourier synthesis from all structure factors returns the density. -/
theorem synthesis_structureFactor (r : Grid n N → ℂ) :
    synthesis (structureFactor r) = r := by
  funext x
  have key : ∑ h, structureFactor r h * phase h (-x) = r x * (N : ℂ) ^ n := by
    calc ∑ h, structureFactor r h * phase h (-x)
        = ∑ y, r y * ∑ h, phase h (y + -x) := by
          simp only [structureFactor, Finset.sum_mul, Finset.mul_sum, phase_add_right]
          rw [Finset.sum_comm]
          simp only [mul_assoc]
      _ = r x * (N : ℂ) ^ n := by
          rw [Finset.sum_eq_single x]
          · rw [sum_phase, if_pos (add_neg_cancel x)]
          · intro y _ hy
            rw [sum_phase, if_neg (fun e => hy (add_neg_eq_zero.mp e)), mul_zero]
          · intro hx
            exact absurd (Finset.mem_univ x) hx
  have hN : (N : ℂ) ^ n ≠ 0 := pow_ne_zero _ (Nat.cast_ne_zero.mpr (NeZero.ne N))
  rw [synthesis, key, mul_div_cancel_right₀ _ hN]
```

## What averaging does to each coefficient

The structure factor is linear in the density, so that of r̄ is

F̄(h) = (1/|C|) Σ_c F_c(h).

This is `hlin` in the proof, which then splits on whether h is main.

If h is main, φ(h, c) = 1 and F_c(h) = F(h) for every c, so F̄(h) = F(h). Otherwise some a in C has h·a ≠ 0. Translating r_g by a gives r_(g+a), hence

F_(g+a)(h) φ(h, a) = F_g(h),

and the sum over C vanishes. The theorem states both cases as one equality of functions of h.

```lean
/-- Averaging a density over the translations in `C` leaves the structure factors of the main
reflections unchanged and sets all others to zero. -/
theorem structureFactor_average (C : AddSubgroup (Grid n N)) [Fintype C]
    (r : Grid n N → ℂ) :
    structureFactor (average C r) = dropSuperlattice C (structureFactor r) := by
  funext h
  -- the structure factor of the mean is the mean of the structure factors
  have hlin : structureFactor (average C r) h =
      (∑ c : C, structureFactor (fun x => r (x + (c : Grid n N))) h) /
        (Fintype.card C : ℂ) := by
    simp only [structureFactor, average]
    rw [Finset.sum_comm, Finset.sum_div]
    refine Finset.sum_congr rfl fun x _ => ?_
    rw [← Finset.sum_mul]
    ring
  rw [hlin]
  by_cases hh : IsMain C h
  · -- every translated copy scatters in phase
    have hc : ∀ c : C, structureFactor (fun x => r (x + (c : Grid n N))) h =
        structureFactor r h := by
      intro c
      have h1 : phase h (c : Grid n N) = 1 := by
        rw [phase, hh c c.2, AddChar.map_zero_eq_one]
      rw [← structureFactor_translate r c h, h1, mul_one]
    have hcard : (Fintype.card C : ℂ) ≠ 0 := Nat.cast_ne_zero.mpr Fintype.card_ne_zero
    rw [dropSuperlattice, if_pos hh, Finset.sum_congr rfl fun c _ => hc c,
      Finset.sum_const, Finset.card_univ, nsmul_eq_mul, mul_div_cancel_left₀ _ hcard]
  · -- the translated copies cancel
    rw [dropSuperlattice, if_neg hh]
    unfold IsMain at hh
    push Not at hh
    obtain ⟨a, ha, hne⟩ := hh
    have hf : ∀ g : C,
        structureFactor (fun x => r (x + ((g + ⟨a, ha⟩ : C) : Grid n N))) h * phase h a =
          structureFactor (fun x => r (x + (g : Grid n N))) h := by
      intro g
      have e : (fun x => r (x + ((g + ⟨a, ha⟩ : C) : Grid n N))) =
          fun x => r (x + a + (g : Grid n N)) := by
        funext x
        congr 1
        rw [AddSubgroup.coe_add]
        abel
      rw [e]
      exact structureFactor_translate (fun x => r (x + (g : Grid n N))) a h
    rw [sum_eq_zero_of_shift
      (fun g : C => structureFactor (fun x => r (x + (g : Grid n N))) h)
      ⟨a, ha⟩ (phase_ne_one hne) hf, zero_div]
```

Take n = 1, N = 4, C = {0, 2} and r = (5, 1, 3, 1). Then F = (10, 2, 6, 2), and the main reflections are h = 0 and 2. The average r̄ = (4, 1, 4, 1) has coefficients (10, 0, 6, 0).

## Synthesis from the main reflections

Applying inversion to r̄ shows that the filtered coefficients synthesise exactly r̄.

```lean
/-- Fourier synthesis that ignores the superlattice reflections yields the density averaged
over the translations in `C`. -/
theorem synthesis_dropSuperlattice (C : AddSubgroup (Grid n N)) [Fintype C]
    (r : Grid n N → ℂ) :
    synthesis (dropSuperlattice C (structureFactor r)) = average C r := by
  rw [← structureFactor_average, synthesis_structureFactor]
```

In NumPy, this is `fftn`, a mask that keeps h when h·c is divisible by N for each generator c of C, and `ifftn`. NumPy's opposite sign replaces h by −h, which leaves the mask unchanged.

Main reflections also determine no more than the average. If r and s have equal averages, their main coefficients agree by the averaging theorem. Conversely, if those coefficients agree, the filtered sets are identical and so are their syntheses.

```lean
/-- Two densities have the same average over `C` exactly when their structure factors agree
at all main reflections. -/
theorem average_eq_iff (C : AddSubgroup (Grid n N)) [Fintype C] (r s : Grid n N → ℂ) :
    average C r = average C s ↔
      ∀ h, IsMain C h → structureFactor r h = structureFactor s h := by
  constructor
  · intro e h hh
    have h1 := congrFun (structureFactor_average C r) h
    have h2 := congrFun (structureFactor_average C s) h
    rw [dropSuperlattice, if_pos hh] at h1 h2
    rw [← h1, ← h2, e]
  · intro e
    rw [← synthesis_dropSuperlattice C r, ← synthesis_dropSuperlattice C s]
    congr 1
    funext h
    by_cases hh : IsMain C h
    · rw [dropSuperlattice, dropSuperlattice, if_pos hh, if_pos hh, e h hh]
    · rw [dropSuperlattice, dropSuperlattice, if_neg hh, if_neg hh]

end

end SuperlatticeAveraging
```

For a commensurate superstructure sampled on this finite grid, with its subcell translations among the grid translations, a map that omits only the superlattice reflections therefore shows the average structure, provided the complex coefficients of all main reflections are known. Measured intensities alone do not supply their phases, and incommensurate modulation is not covered.

```lean
#print axioms SuperlatticeAveraging.synthesis_dropSuperlattice
#print axioms SuperlatticeAveraging.average_eq_iff
```

```
'SuperlatticeAveraging.synthesis_dropSuperlattice' depends on axioms: [propext, Classical.choice, Quot.sound]
'SuperlatticeAveraging.average_eq_iff' depends on axioms: [propext, Classical.choice, Quot.sound]
```
